# Orthogonal symmetries of the harmonic energy preserve or reverse the transition vector

After a transition-state search on a symmetric structure, one can diagonalise the mass-weighted Hessian and check the mode with the imaginary frequency against the symmetry operations of the structure. In code, each operation becomes a matrix $R$ that permutes equivalent atoms of equal mass and rotates or reflects their displacements. With the mode $v$ normalised, one computes the overlap $s = v\cdot Rv$. It should be $+1$ or $-1$ up to numerical noise, and $+1$ for a threefold rotation. Possible causes of any other value include a structure that is not quite symmetric, an inaccurate Hessian, an electronic solution that breaks the symmetry, a wrong matrix $R$, and a degenerate mode.

The theorem behind this check concerns a harmonic energy in finitely many coordinates whose Hessian has exactly one negative eigenvalue, counted with multiplicity. Every orthogonal $R$ that leaves this energy unchanged gives $Rv = v$ or $Rv = -v$, and $Rv = v$ if some odd power of $R$ is the identity. McIver and Stanton's names are attached to rules about which reactants and products a symmetric transition state can connect. The theorem is the local core of such rules: it speaks of the Hessian at one point, and reactants, products and the path between them do not enter.

## The harmonic energy and its one unstable direction

Let $H$ be the Hessian and $x$ a displacement from the stationary point. The energy change to second order is $E(x) = \tfrac12\, x\cdot Hx$. For vibrational modes, $x$ and $H$ are taken in mass-weighted coordinates, where each Cartesian displacement is multiplied by the square root of its atom's mass; the formula keeps its form, and an operation that permutes only atoms of equal mass keeps its matrix $R$. In Lean, the coordinates are labelled by any finite type `n` (for $N$ atoms in Cartesian coordinates, $3N$ labels), `*ᵥ` applies a matrix to a vector, and `⬝ᵥ` is the dot product. The vanishing gradient is built into the formula, and anharmonic terms are left out.

```lean
import Mathlib

open Matrix

namespace McIverStanton

noncomputable section

variable {n : Type*} [Fintype n] [DecidableEq n]

/-- The harmonic energy of a displacement `x` from a stationary point with Hessian `H`. -/
def harmonicEnergy (H : Matrix n n ℝ) (x : n → ℝ) : ℝ :=
  (1 / 2) * (x ⬝ᵥ H *ᵥ x)
```

A transition vector is a nonzero $v$ with $Hv = \mu v$ and $\mu < 0$, such that every eigenvector with a negative eigenvalue is a multiple of $v$. Zero eigenvalues, such as those of overall translations, are allowed. The vector need not be normalised.

```lean
/-- A transition vector: a nonzero eigenvector of the Hessian with negative eigenvalue, of which
every eigenvector with a negative eigenvalue is a multiple. -/
structure IsTransitionVector (H : Matrix n n ℝ) (v : n → ℝ) : Prop where
  ne_zero : v ≠ 0
  negative : ∃ μ : ℝ, μ < 0 ∧ H *ᵥ v = μ • v
  unique : ∀ (ν : ℝ) (w : n → ℝ), ν < 0 → H *ᵥ w = ν • w → ∃ c : ℝ, w = c • v
```

## A symmetric Hessian

Second derivatives can be taken in either order, so $H^T = H$. The derivation needs this to pass from energies to matrices. Suppose $D$ is symmetric and $x\cdot Dx = 0$ for all $x$. Then for any $x$ and $y$

$$0 = (x+y)\cdot D(x+y) = x\cdot Dx + x\cdot Dy + y\cdot Dx + y\cdot Dy = 2\,x\cdot Dy .$$

Taking the unit vectors $x = e_i$ and $y = e_j$ gives $D_{ij} = 0$, so $D = 0$.

In the proof, `hs` is the equality $y\cdot Dx = x\cdot Dy$, `key` is the polarised identity, and `Pi.single i 1` is $e_i$.

```lean
/-- A symmetric matrix whose quadratic form vanishes on every displacement is zero. -/
theorem eq_zero_of_form_zero {D : Matrix n n ℝ} (hD : Dᵀ = D)
    (h : ∀ x : n → ℝ, x ⬝ᵥ D *ᵥ x = 0) : D = 0 := by
  -- polarisation: the bilinear form vanishes as well
  have key : ∀ x y : n → ℝ, x ⬝ᵥ D *ᵥ y = 0 := by
    intro x y
    have hs : y ⬝ᵥ D *ᵥ x = x ⬝ᵥ D *ᵥ y := by
      rw [Matrix.dotProduct_mulVec, ← Matrix.mulVec_transpose, hD, dotProduct_comm]
    have hxy := h (x + y)
    rw [Matrix.mulVec_add, add_dotProduct, dotProduct_add, dotProduct_add] at hxy
    linarith [h x, h y]
  ext i j
  have hij := key (Pi.single i 1) (Pi.single j 1)
  simpa [Matrix.mulVec, dotProduct, Pi.single_apply] using hij
```

Without symmetry, the energy sees only part of the matrix. Take $H = \begin{pmatrix}-1&2\\0&1\end{pmatrix}$, whose only negative eigenvalue belongs to $v = (1,0)$. The reflection $R = \tfrac{1}{\sqrt2}\begin{pmatrix}-1&1\\1&1\end{pmatrix}$ leaves $x\cdot Hx$ unchanged, yet $Rv = (-1,1)/\sqrt2$ is neither $v$ nor $-v$.

## An energy that the operation leaves unchanged

Physically, $E(Rx) = E(x)$ says that a distortion and its symmetry image cost the same energy. For a molecule this follows from the invariance of the potential when $R$ represents an operation that maps the stationary structure to itself. Here it is the assumption `hE`.

By hand, set $D = R^T H R - H$, which is symmetric because $H$ is. Invariance gives

$$x\cdot Dx = (Rx)\cdot H(Rx) - x\cdot Hx = 0$$

for every $x$, so $D = 0$ and $R^T H R = H$. Multiplying from the left by $R$ and using $RR^T = 1$ yields $HR = RH$.

The Lean proof has the same two stages: `hK` is $R^T H R = H$, and the final `calc` block performs the multiplication.

```lean
/-- An orthogonal transformation that leaves the harmonic energy unchanged commutes with the
symmetric Hessian. -/
theorem commute_of_energy_invariant {H R : Matrix n n ℝ} (hH : Hᵀ = H) (hR : Rᵀ * R = 1)
    (hE : ∀ x, harmonicEnergy H (R *ᵥ x) = harmonicEnergy H x) : R * H = H * R := by
  have hK : Rᵀ * H * R = H := by
    apply sub_eq_zero.mp
    apply eq_zero_of_form_zero
    · simp only [Matrix.transpose_sub, Matrix.transpose_mul, Matrix.transpose_transpose, hH,
        Matrix.mul_assoc]
    · intro x
      have hx : x ⬝ᵥ (Rᵀ * H * R) *ᵥ x = (R *ᵥ x) ⬝ᵥ H *ᵥ (R *ᵥ x) := by
        rw [← Matrix.mulVec_mulVec, ← Matrix.mulVec_mulVec, Matrix.dotProduct_mulVec x Rᵀ,
          Matrix.vecMul_transpose]
      have he := hE x
      unfold harmonicEnergy at he
      rw [Matrix.sub_mulVec, dotProduct_sub, hx]
      linarith
  have hR' : R * Rᵀ = 1 := mul_eq_one_comm.mp hR
  calc R * H = R * (Rᵀ * H * R) := by rw [hK]
    _ = (R * Rᵀ) * H * R := by simp only [Matrix.mul_assoc]
    _ = H * R := by rw [hR', one_mul]
```

Without invariance, $R$ has no connection with $H$. For $H = \mathrm{diag}(-1,1)$, a quarter turn of the plane carries the unstable direction into the stable one.

## One negative eigenvalue, and an orthogonal operation

The single negative eigenvalue is what makes the stationary point a first-order saddle. By hand, commutation gives

$$H(Rv) = R(Hv) = \mu\,Rv ,$$

so $Rv$ is an eigenvector with the same negative eigenvalue. Uniqueness then gives $Rv = cv$ for some real $c$.

Orthogonality, `Rᵀ * R = 1`, means that the operation preserves lengths, as permutations of atoms combined with rotations or reflections do. It fixes the size of $c$:

$$c^2\, v\cdot v = (Rv)\cdot(Rv) = v\cdot R^T R v = v\cdot v .$$

Since $v \neq 0$, we may divide by $v\cdot v$. Hence $c^2 = 1$ and $c = \pm1$.

In the proof, `hRv` is the eigenvalue equation for $Rv$, `hcv` is $Rv = cv$, `hlen` is the preserved length and `hsq` is $c^2 = 1$. The lemma takes commutation as its hypothesis and no longer needs the symmetry of $H$.

```lean
/-- An orthogonal matrix that commutes with the Hessian either preserves or reverses the
transition vector. -/
theorem preserves_or_reverses {H R : Matrix n n ℝ} {v : n → ℝ} (hR : Rᵀ * R = 1)
    (hc : R * H = H * R) (hv : IsTransitionVector H v) : R *ᵥ v = v ∨ R *ᵥ v = -v := by
  obtain ⟨μ, hμ, hHv⟩ := hv.negative
  -- the image is an eigenvector with the same negative eigenvalue
  have hRv : H *ᵥ (R *ᵥ v) = μ • (R *ᵥ v) := by
    rw [Matrix.mulVec_mulVec, ← hc, ← Matrix.mulVec_mulVec, hHv, Matrix.mulVec_smul]
  obtain ⟨c, hcv⟩ := hv.unique μ (R *ᵥ v) hμ hRv
  -- orthogonality preserves the length
  have hlen : (R *ᵥ v) ⬝ᵥ (R *ᵥ v) = v ⬝ᵥ v := by
    rw [Matrix.dotProduct_mulVec, ← Matrix.mulVec_transpose, Matrix.mulVec_mulVec, hR,
      Matrix.one_mulVec]
  rw [hcv, smul_dotProduct, dotProduct_smul, smul_eq_mul, smul_eq_mul] at hlen
  have hvv : v ⬝ᵥ v ≠ 0 := fun h => hv.ne_zero (dotProduct_self_eq_zero.mp h)
  have hsq : c * c = 1 := by
    apply mul_right_cancel₀ hvv
    linarith
  rcases mul_self_eq_one_iff.mp hsq with h | h
  · left
    rw [hcv, h, one_smul]
  · right
    rw [hcv, h, neg_smul, one_smul]
```

Without orthogonality, invariance of the energy is too weak. For $H = \mathrm{diag}(-1,1)$, the matrix $\begin{pmatrix}\cosh t&\sinh t\\ \sinh t&\cosh t\end{pmatrix}$ preserves $x\cdot Hx$ but sends $(1,0)$ to $(\cosh t, \sinh t)$. Without uniqueness, $Rv$ may leave the line through $v$, as the degenerate example at the end shows.

The proof uses uniqueness only for the eigenvalue $\mu$ itself. A different definition could therefore require just that $\mu$ be nondegenerate, with any sign. The same argument would then cover every nondegenerate normal mode, including those of minima and higher-order saddles, but the definition would no longer single out a transition state.

## An odd power equal to the identity

A threefold rotation applied three times restores every displacement, so $R^3 = 1$. Suppose such an operation reversed $v$. Each application would contribute a sign:

$$R^{m+1}v = R^m(Rv) = -R^m v, \qquad\text{hence}\qquad R^m v = (-1)^m v .$$

For odd $k$ with $R^k = 1$ this reads $v = -v$, so $v = 0$, a contradiction.

In Lean, `hpow` is the formula for $R^m v$, proved by induction on `m`. The number `k` may be any odd exponent with `R ^ k = 1`, not necessarily the smallest.

```lean
/-- If an odd power of `R` is the identity, `R` cannot reverse a nonzero vector. -/
theorem not_reversed_of_odd {R : Matrix n n ℝ} {v : n → ℝ} (hv : v ≠ 0) {k : ℕ}
    (hk : Odd k) (hRk : R ^ k = 1) : R *ᵥ v ≠ -v := by
  intro h
  have hpow : ∀ m : ℕ, (R ^ m) *ᵥ v = (-1 : ℝ) ^ m • v := by
    intro m
    induction m with
    | zero => simp
    | succ m ih =>
      rw [pow_succ, ← Matrix.mulVec_mulVec, h, Matrix.mulVec_neg, ih, pow_succ]
      simp
  have hkv := hpow k
  rw [hRk, Matrix.one_mulVec, hk.neg_one_pow] at hkv
  apply hv
  funext i
  have hi := congrFun hkv i
  simp only [Pi.smul_apply, smul_eq_mul] at hi
  change v i = 0
  linarith
```

The main theorem joins the steps. Its first part is the choice of sign; its second part removes the minus sign for every odd `k` with `R ^ k = 1`.

```lean
/-- For a symmetric Hessian, an orthogonal symmetry of the harmonic energy preserves or reverses the
transition vector, and preserves it if some odd power of the symmetry is the identity. -/
theorem mcIver_stanton {H R : Matrix n n ℝ} {v : n → ℝ} (hH : Hᵀ = H) (hR : Rᵀ * R = 1)
    (hE : ∀ x, harmonicEnergy H (R *ᵥ x) = harmonicEnergy H x)
    (hv : IsTransitionVector H v) :
    (R *ᵥ v = v ∨ R *ᵥ v = -v) ∧ ∀ k : ℕ, Odd k → R ^ k = 1 → R *ᵥ v = v := by
  have h := preserves_or_reverses hR (commute_of_energy_invariant hH hR hE) hv
  exact ⟨h, fun k hk hRk => h.resolve_right (not_reversed_of_odd hv.ne_zero hk hRk)⟩
```

## A threefold saddle that meets every hypothesis

Let $R$ permute three equivalent coordinates cyclically, $(x_0,x_1,x_2)\mapsto(x_2,x_0,x_1)$.

```lean
/-- The cyclic permutation of three equivalent coordinates. -/
def threefold : Matrix (Fin 3) (Fin 3) ℝ := !![0, 0, 1; 1, 0, 0; 0, 1, 0]
```

The Hessian couples them pairwise with strength $-1$ in arbitrary units, so $E(x) = -(x_0x_1+x_0x_2+x_1x_2)$ and moving all three in phase lowers the energy.

```lean
/-- A Hessian that couples three equivalent coordinates pairwise with strength `-1`. -/
def coupledHessian : Matrix (Fin 3) (Fin 3) ℝ := !![0, -1, -1; -1, 0, -1; -1, -1, 0]
```

Lean checks orthogonality and $R^3=1$ entry by entry.

```lean
/-- The cyclic permutation of three coordinates is orthogonal and its cube is the identity. -/
theorem threefold_orthogonal_cube : threefoldᵀ * threefold = 1 ∧ threefold ^ 3 = 1 := by
  constructor
  · ext i j
    fin_cases i <;> fin_cases j <;> simp [threefold, Matrix.mul_apply, Fin.sum_univ_three]
  · rw [pow_succ, pow_two]
    ext i j
    fin_cases i <;> fin_cases j <;> simp [threefold, Matrix.mul_apply, Fin.sum_univ_three]
```

The energy is visibly unchanged by the permutation, and $(1,1,1)$, normalised $(1,1,1)/\sqrt3$, has eigenvalue $-2$. For uniqueness, let $Hw = \nu w$ with $\nu < 0$. Subtracting the equation for component 0 from those for components 1 and 2 gives

$$(1-\nu)(w_1-w_0) = 0, \qquad (1-\nu)(w_2-w_0) = 0 .$$

As $1-\nu > 0$, all components are equal and $w = w_0\,(1,1,1)$. These two equations are `e1` and `e2` in the proof.

```lean
/-- The coupled Hessian is symmetric, its harmonic energy is invariant under the cyclic
permutation, and the in-phase displacement `(1, 1, 1)` is a transition vector. -/
theorem mcIver_stanton_witness : coupledHessianᵀ = coupledHessian ∧
    (∀ x, harmonicEnergy coupledHessian (threefold *ᵥ x) = harmonicEnergy coupledHessian x) ∧
    IsTransitionVector coupledHessian ![1, 1, 1] := by
  refine ⟨?_, ?_, ?_, ⟨-2, by norm_num, ?_⟩, ?_⟩
  · ext i j
    fin_cases i <;> fin_cases j <;> simp [coupledHessian]
  · intro x
    simp [harmonicEnergy, coupledHessian, threefold, Matrix.mulVec, dotProduct,
      Fin.sum_univ_three]
    ring
  · intro h
    have h0 := congrFun h 0
    simp at h0
  · ext i
    fin_cases i <;>
      simp [coupledHessian, Matrix.mulVec, dotProduct, Fin.sum_univ_three] <;> norm_num
  · intro ν w hν hw
    have h0 := congrFun hw 0
    have h1 := congrFun hw 1
    have h2 := congrFun hw 2
    simp [coupledHessian, Matrix.mulVec, dotProduct, Fin.sum_univ_three] at h0 h1 h2
    have hne : 1 - ν ≠ 0 := by
      intro h
      linarith
    -- differences of the eigenvalue equations force equal components
    have e1 : (1 - ν) * (w 1 - w 0) = 0 := by linear_combination h1 - h0
    have e2 : (1 - ν) * (w 2 - w 0) = 0 := by linear_combination h2 - h0
    have d1 := (mul_eq_zero.mp e1).resolve_left hne
    have d2 := (mul_eq_zero.mp e2).resolve_left hne
    refine ⟨w 0, ?_⟩
    ext i
    fin_cases i <;> simp <;> linarith
```

## An exchange that reverses the mode

If no odd power of $R$ is the identity, the minus sign can occur. Exchanging two coordinates is an orthogonal operation of order two. It commutes with $H = \begin{pmatrix}1&2\\2&1\end{pmatrix}$, whose transition vector $(1,-1)$, normalised $(1,-1)/\sqrt2$, has eigenvalue $-1$. The exchange turns it into $(-1,1)$. The antisymmetric stretch in a symmetric atom transfer behaves in this way: one bond shortens as the other lengthens, and exchanging the bonds reverses the motion.

Uniqueness follows by adding the two eigenvalue equations: $(3-\nu)(w_0+w_1)=0$ with $\nu<0$, so $w_1=-w_0$.

```lean
/-- Exchange of two coordinates commutes with the Hessian `!![1, 2; 2, 1]` and reverses its
transition vector `(1, -1)`. -/
theorem exchange_reverses :
    (!![0, 1; 1, 0] : Matrix (Fin 2) (Fin 2) ℝ) * !![1, 2; 2, 1]
      = !![1, 2; 2, 1] * !![0, 1; 1, 0] ∧
    IsTransitionVector !![1, 2; 2, 1] ![1, -1] ∧
    (!![0, 1; 1, 0] : Matrix (Fin 2) (Fin 2) ℝ) *ᵥ ![1, -1] = -![1, -1] := by
  refine ⟨?_, ⟨?_, ⟨-1, by norm_num, ?_⟩, ?_⟩, ?_⟩
  · ext i j
    fin_cases i <;> fin_cases j <;> simp [Matrix.mul_apply, Fin.sum_univ_two]
  · intro h
    have h0 := congrFun h 0
    simp at h0
  · ext i
    fin_cases i <;> simp [Matrix.mulVec, dotProduct, Fin.sum_univ_two] <;> norm_num
  · intro ν w hν hw
    have h0 := congrFun hw 0
    have h1 := congrFun hw 1
    simp [Matrix.mulVec, dotProduct, Fin.sum_univ_two] at h0 h1
    have hne : 3 - ν ≠ 0 := by
      intro h
      linarith
    have e : (3 - ν) * (w 0 + w 1) = 0 := by linear_combination h0 + h1
    have d := (mul_eq_zero.mp e).resolve_left hne
    refine ⟨w 0, ?_⟩
    ext i
    fin_cases i <;> simp
    linarith
  · ext i
    fin_cases i <;> simp [Matrix.mulVec, dotProduct, Fin.sum_univ_two]
```

## A degenerate pair that escapes both signs

Now take diagonal entries $-1$ and off-diagonal entries $1$. The vector $(1,-1,0)$, normalised $(1,-1,0)/\sqrt2$, has eigenvalue $-2$. The threefold permutation sends it to $(0,1,-1)$, an independent eigenvector with the same eigenvalue, so neither sign is possible. Commutation and odd order are both present; what is missing is uniqueness.

In a frequency calculation this appears as a degenerate pair of imaginary modes. The stationary point is then a second-order saddle, and the overlap $s$ for the normalised vector above is $-\tfrac12$.

```lean
/-- For the Hessian with diagonal entries `-1` and off-diagonal entries `1`, the cyclic permutation
commutes with it but neither preserves nor reverses the eigenvector `(1, -1, 0)` of
eigenvalue `-2`. -/
theorem degenerate_counterexample :
    threefold * !![-1, 1, 1; 1, -1, 1; 1, 1, -1]
      = !![-1, 1, 1; 1, -1, 1; 1, 1, -1] * threefold ∧
    (!![-1, 1, 1; 1, -1, 1; 1, 1, -1] : Matrix (Fin 3) (Fin 3) ℝ) *ᵥ ![1, -1, 0]
      = (-2 : ℝ) • ![1, -1, 0] ∧
    threefold *ᵥ ![1, -1, 0] ≠ ![1, -1, 0] ∧ threefold *ᵥ ![1, -1, 0] ≠ -![1, -1, 0] := by
  refine ⟨?_, ?_, ?_, ?_⟩
  · ext i j
    fin_cases i <;> fin_cases j <;> simp [threefold, Matrix.mul_apply, Fin.sum_univ_three]
  · ext i
    fin_cases i <;> simp [Matrix.mulVec, dotProduct, Fin.sum_univ_three] <;> norm_num
  · intro h
    have h0 := congrFun h 0
    simp [threefold, Matrix.mulVec, dotProduct, Fin.sum_univ_three] at h0
  · intro h
    have h0 := congrFun h 0
    simp [threefold, Matrix.mulVec, dotProduct, Fin.sum_univ_three] at h0

end

end McIverStanton
```

```lean
#print axioms McIverStanton.preserves_or_reverses
#print axioms McIverStanton.mcIver_stanton
#print axioms McIverStanton.exchange_reverses
#print axioms McIverStanton.degenerate_counterexample
```

```
'McIverStanton.preserves_or_reverses' depends on axioms: [propext, Classical.choice, Quot.sound]
'McIverStanton.mcIver_stanton' depends on axioms: [propext, Classical.choice, Quot.sound]
'McIverStanton.exchange_reverses' depends on axioms: [propext, Classical.choice, Quot.sound]
'McIverStanton.degenerate_counterexample' depends on axioms: [propext, Classical.choice, Quot.sound]
```
